# The determinant of two fragments joined by a single bond

To find the levels of a conjugated molecule made of two fragments linked by one bond, I take the matrix of each fragment, invert it, and read off the diagonal element of the inverse at the linked site. Those two numbers, together with the resonance integral t of the bond and the two fragment determinants, should give me the determinant of the whole molecule. If M and N are the invertible fragment matrices, and the bond runs from site a of M to site b of N, the rule I use for the joined matrix J is

det J = det M · det N · (1 − t² M⁻¹(a,a) N⁻¹(b,b)).

I would like to see this derived in full and proved in Lean 4, including the case where J is a secular matrix and the zeros of the determinant are the energy levels.

## Two hops or none

The rule follows from an identity that needs no inverses. J has M and N as its diagonal blocks. The upper right block has the single entry t at (a,b), and the lower left block has the single entry t at (b,a). Write (u | v) for a row with the part u on the sites of M and the part v on the sites of N, and let e(a) and e(b) be the unit row vectors at the two linked sites. M∖a is M with row and column a deleted, and N∖b is defined likewise.

Row b of J is a sum of two rows:

(t e(a) | row b of N) = (0 | row b of N) + t (e(a) | 0).

The determinant is linear in each row, so

det J = det J₀ + t det J₁.

In J₀ the lower left block is zero. The matrix is block triangular, and det J₀ = det M · det N.

In J₁, row b is (e(a) | 0). Now split its row a:

(row a of M | t e(b)) = (row a of M | 0) + t (0 | e(b)),

det J₁ = det J₂ + t det J₃.

In J₂ the upper right block is zero, and the lower right block is N with row b replaced by zeros. Hence det J₂ = 0: a hop in one direction without the return hop contributes nothing.

In J₃, row a is (0 | e(b)) and row b is (e(a) | 0). Exchanging these two rows changes the sign of the determinant and leaves a block diagonal matrix. Its blocks are M with row a replaced by e(a), and N with row b replaced by e(b). Expanding each block along its unit row gives det(M∖a) and det(N∖b), so

det J₃ = −det(M∖a) · det(N∖b).

Collecting the terms,

det J = det M · det N − t² det(M∖a) · det(N∖b).

If a fragment has only one site, the deleted matrix is empty and its determinant is 1.

When det M ≠ 0, the cofactor formula for the inverse gives

M⁻¹(a,a) = det(M∖a) / det M,

and the same holds for N. Substituting both ratios and taking out det M · det N yields your rule.

## Levels of the joined molecule

Let A and B be the fragment Hamiltonians and H the joined one. The matrix E − H again consists of two joined fragments, E − A and E − B, now with bond −t. Only the square of the bond enters. With the Green functions G_A(E) = (E − A)⁻¹ and G_B(E) = (E − B)⁻¹, an energy E that is a level of neither fragment is a level of the joined molecule exactly when

t² G_A(E)(a,a) G_B(E)(b,b) = 1.

For ethylene, let x be the energy measured from the site energy in units of the resonance integral. The secular determinant is x² − 1, and removing either carbon leaves x. Two ethylenes joined end to end therefore have the secular determinant

(x² − 1)² − t²x²,

where t is the resonance integral of the linking bond in the same units.

For non-interacting electrons in a Hückel or tight-binding model with one orthogonal orbital per site, the effect of a single link on the spectrum is thus fixed by its resonance integral t and one Green function element per fragment, away from the fragments' own levels.

## What the Lean statements say

The finite types `m` and `n` label the sites of the two fragments, and `m ⊕ n` labels those of the molecule, with `Sum.inl` and `Sum.inr` marking the fragment a site comes from. `bond a b t` is the coupling block, `joined M N a b t` is J, and `removeSite M a` is M∖a, indexed by the sites different from `a`.

- `det_joined` is the identity without inverses, over any commutative ring `R`.
- `det_joined_eq_inv` is your rule, over a field `K`, with the hypotheses `M.det ≠ 0` and `N.det ≠ 0`.
- `charpoly_joined` is the identity for characteristic polynomials, where `C t` is t read as a constant polynomial.
- `level_iff` is the Green function condition. Its hypotheses `hA` and `hB` say that E is a level of neither fragment, and "level" means a zero of the secular determinant.
- `det_two_ethylenes` is the example. It links site 1 of the first ethylene to site 0 of the second.

The fragment matrices need not be symmetric, but the same t stands in both directions. A complex hopping with its conjugate on the way back is therefore not of this form. The model has one orbital per site, orthogonal to all the others, finitely many sites and exactly one linking bond, and it assumes that joining leaves the matrix elements within each fragment unchanged.

```lean
import Mathlib

open Matrix Polynomial

namespace FragmentJoining

variable {m n R K : Type*} [Fintype m] [DecidableEq m] [Fintype n] [DecidableEq n]
  [CommRing R] [Field K]

/-- The coupling block of a single bond: all entries are zero except for `t`, between site `a` of
one fragment and site `b` of the other. -/
def bond (a : m) (b : n) (t : R) : Matrix m n R :=
  Matrix.of fun i j => if i = a ∧ j = b then t else 0

/-- The matrix of two fragments `M` and `N` linked by one bond `t` between site `a` of `M`
and site `b` of `N`. -/
def joined (M : Matrix m m R) (N : Matrix n n R) (a : m) (b : n) (t : R) :
    Matrix (m ⊕ n) (m ⊕ n) R :=
  fromBlocks M (bond a b t) (bond b a t) N

/-- The fragment with site `a` removed: row and column `a` are deleted. -/
def removeSite (M : Matrix m m R) (a : m) : Matrix {i // ¬ i = a} {i // ¬ i = a} R :=
  M.submatrix Subtype.val Subtype.val

/-- Replacing row `a` by the unit vector at `a` gives the determinant of the fragment
without site `a`. -/
theorem det_updateRow_site (M : Matrix m m R) (a : m) :
    (M.updateRow a (Pi.single a 1)).det = (removeSite M a).det := by
  have e1 : toSquareBlockProp (M.updateRow a (Pi.single a 1)) (fun i => ¬ ¬ i = a) = 1 := by
    refine Matrix.ext ?_
    rintro ⟨i, hi⟩ ⟨j, hj⟩
    have hi' : i = a := not_not.mp hi
    have hj' : j = a := not_not.mp hj
    simp [toSquareBlockProp, updateRow_apply, Matrix.one_apply, hi', hj']
  have e2 : toSquareBlockProp (M.updateRow a (Pi.single a 1)) (fun i => ¬ i = a)
      = removeSite M a := by
    refine Matrix.ext ?_
    rintro ⟨i, hi⟩ ⟨j, hj⟩
    have hi' : ¬ i = a := hi
    simp [toSquareBlockProp, removeSite, updateRow_apply, hi']
  -- the new row makes the matrix block triangular
  refine (twoBlockTriangular_det _ (fun i => ¬ i = a) ?_).trans ?_
  · intro i hi j hj
    have hi' : i = a := not_not.mp hi
    have hj' : ¬ j = a := hj
    simp [updateRow_apply, hi', hj']
  · rw [e1, e2, det_one, mul_one]

/-- The determinant of two fragments joined by one bond `t` is the product of their determinants
minus `t ^ 2` times the product of the determinants of the fragments without the linked sites. -/
theorem det_joined (M : Matrix m m R) (N : Matrix n n R) (a : m) (b : n) (t : R) :
    (joined M N a b t).det =
      M.det * N.det - t ^ 2 * ((removeSite M a).det * (removeSite N b).det) := by
  -- split off the entry `t` in row `b`, column `a`
  have h1 : joined M N a b t = (fromBlocks M (bond a b t) 0 N).updateRow (Sum.inr b)
      ((fromBlocks M (bond a b t) 0 N) (Sum.inr b) + t • Pi.single (Sum.inl a) 1) := by
    ext i j
    rcases i with i | i
    · rcases j with j | j <;> simp [joined, updateRow_apply]
    · by_cases hi : i = b <;> rcases j with j | j <;>
        simp [joined, bond, updateRow_apply, Pi.single_apply, hi]
  -- split off the entry `t` in row `a`, column `b`
  have h2 : (fromBlocks M (bond a b t) 0 N).updateRow (Sum.inr b) (Pi.single (Sum.inl a) 1) =
      (fromBlocks M 0 (bond b a 1) (N.updateRow b 0)).updateRow (Sum.inl a)
        ((fromBlocks M 0 (bond b a 1) (N.updateRow b 0)) (Sum.inl a)
          + t • Pi.single (Sum.inr b) 1) := by
    ext i j
    rcases i with i | i
    · by_cases hi : i = a <;> rcases j with j | j <;>
        simp [bond, updateRow_apply, Pi.single_apply, hi]
    · by_cases hi : i = b <;> rcases j with j | j <;>
        simp [bond, updateRow_apply, Pi.single_apply, hi]
  -- with both hops present, exchanging the two rows decouples the fragments
  have h3 : (fromBlocks M 0 (bond b a 1) (N.updateRow b 0)).updateRow (Sum.inl a)
        (Pi.single (Sum.inr b) 1) =
      (fromBlocks (M.updateRow a (Pi.single a 1)) 0 0
        (N.updateRow b (Pi.single b 1))).submatrix
          (Equiv.swap (Sum.inl a) (Sum.inr b)) id := by
    ext i j
    rcases i with i | i
    · by_cases hi : i = a <;> rcases j with j | j <;>
        simp [updateRow_apply, Pi.single_apply, Equiv.swap_apply_def, hi]
    · by_cases hi : i = b <;> rcases j with j | j <;>
        simp [bond, updateRow_apply, Pi.single_apply, Equiv.swap_apply_def, hi]
  have h4 : (N.updateRow b 0).det = 0 :=
    det_eq_zero_of_row_eq_zero b (fun j => by simp [updateRow_apply])
  rw [h1, det_updateRow_add, updateRow_eq_self, det_updateRow_smul, det_fromBlocks_zero₂₁,
    h2, det_updateRow_add, updateRow_eq_self, det_updateRow_smul, det_fromBlocks_zero₁₂,
    h4, h3, det_permute, Equiv.Perm.sign_swap (by simp), det_fromBlocks_zero₂₁,
    det_updateRow_site, det_updateRow_site]
  simp only [Units.val_neg, Units.val_one, Int.cast_neg, Int.cast_one]
  ring

/-- For an invertible fragment matrix, the diagonal element of the inverse at site `a` times
the determinant is the determinant of the fragment without that site. -/
theorem inv_site_mul_det {M : Matrix m m K} (hM : M.det ≠ 0) (a : m) :
    M⁻¹ a a * M.det = (removeSite M a).det := by
  rw [Matrix.inv_def, Matrix.smul_apply, adjugate_apply, det_updateRow_site,
    Ring.inverse_eq_inv', smul_eq_mul]
  field_simp

/-- Fragment joining: for invertible `M` and `N` linked by one bond `t` between sites `a` and
`b`, the determinant is `det M det N (1 - t² (M⁻¹)_aa (N⁻¹)_bb)`. -/
theorem det_joined_eq_inv {M : Matrix m m K} {N : Matrix n n K} (hM : M.det ≠ 0)
    (hN : N.det ≠ 0) (a : m) (b : n) (t : K) :
    (joined M N a b t).det = M.det * N.det * (1 - t ^ 2 * M⁻¹ a a * N⁻¹ b b) := by
  rw [det_joined, ← inv_site_mul_det hM a, ← inv_site_mul_det hN b]
  ring

/-- Removing a site commutes with forming the characteristic matrix. -/
theorem removeSite_charmatrix (A : Matrix m m R) (a : m) :
    removeSite (charmatrix A) a = charmatrix (removeSite A a) := by
  refine Matrix.ext fun i j => ?_
  simp [removeSite, charmatrix_apply, diagonal_apply, Subtype.ext_iff]

/-- The characteristic polynomial of two fragments joined by one bond `t` is the product of
those of the fragments minus `t ^ 2` times the product of those without the linked sites. -/
theorem charpoly_joined (A : Matrix m m R) (B : Matrix n n R) (a : m) (b : n) (t : R) :
    (joined A B a b t).charpoly = A.charpoly * B.charpoly
      - C t ^ 2 * ((removeSite A a).charpoly * (removeSite B b).charpoly) := by
  have h1 : -(bond a b t).map C = bond a b (-C t) := by
    refine Matrix.ext fun i j => ?_
    simp only [bond, Matrix.neg_apply, Matrix.map_apply, Matrix.of_apply]
    split_ifs <;> simp
  have h2 : -(bond b a t).map C = bond b a (-C t) := by
    refine Matrix.ext fun i j => ?_
    simp only [bond, Matrix.neg_apply, Matrix.map_apply, Matrix.of_apply]
    split_ifs <;> simp
  have h : charmatrix (joined A B a b t)
      = joined (charmatrix A) (charmatrix B) a b (-C t) := by
    unfold joined
    rw [charmatrix_fromBlocks, h1, h2]
  unfold Matrix.charpoly
  rw [h, det_joined, removeSite_charmatrix, removeSite_charmatrix, neg_sq]

omit [Fintype m] [Fintype n] in
/-- The secular matrix `E - H` of the joined molecule consists of the secular matrices of the
fragments, linked by a bond `-t`. -/
theorem secular_joined (A : Matrix m m R) (B : Matrix n n R) (a : m) (b : n) (t E : R) :
    E • (1 : Matrix (m ⊕ n) (m ⊕ n) R) - joined A B a b t
      = joined (E • 1 - A) (E • 1 - B) a b (-t) := by
  ext i j
  rcases i with i | i <;> rcases j with j | j
  · simp [joined, Matrix.one_apply]
  · by_cases hi : i = a <;> by_cases hj : j = b <;> simp [joined, bond, hi, hj]
  · by_cases hi : i = b <;> by_cases hj : j = a <;> simp [joined, bond, hi, hj]
  · simp [joined, Matrix.one_apply]

/-- If `E` is a level of neither fragment, it is a level of the joined molecule exactly when
`t ^ 2` times the product of the fragments' Green functions at the linked sites is one. -/
theorem level_iff {A : Matrix m m K} {B : Matrix n n K} {E : K}
    (hA : (E • 1 - A).det ≠ 0) (hB : (E • 1 - B).det ≠ 0) (a : m) (b : n) (t : K) :
    (E • (1 : Matrix (m ⊕ n) (m ⊕ n) K) - joined A B a b t).det = 0 ↔
      t ^ 2 * (E • 1 - A)⁻¹ a a * (E • 1 - B)⁻¹ b b = 1 := by
  rw [secular_joined, det_joined_eq_inv hA hB, mul_eq_zero,
    or_iff_right (mul_ne_zero hA hB), sub_eq_zero, neg_sq]
  exact eq_comm

/-- The Hückel matrix of ethylene, with energies counted from the site energy in units of the
resonance integral. -/
def ethylene : Matrix (Fin 2) (Fin 2) ℝ := !![0, 1; 1, 0]

/-- Two ethylene units joined end to end by a bond `t` have the secular determinant
`(x² - 1)² - t² x²`. -/
theorem det_two_ethylenes (x t : ℝ) :
    (x • (1 : Matrix (Fin 2 ⊕ Fin 2) (Fin 2 ⊕ Fin 2) ℝ)
      - joined ethylene ethylene 1 0 t).det = (x ^ 2 - 1) ^ 2 - t ^ 2 * x ^ 2 := by
  have h : (x • 1 - ethylene).det = x ^ 2 - 1 := by
    simp [det_fin_two, ethylene]
    ring
  have h0 : (removeSite (x • 1 - ethylene) 0).det = x := by
    rw [← det_updateRow_site]
    simp [det_fin_two, updateRow_apply, ethylene]
  have h1 : (removeSite (x • 1 - ethylene) 1).det = x := by
    rw [← det_updateRow_site]
    simp [det_fin_two, updateRow_apply, ethylene]
  rw [secular_joined, det_joined, h, h0, h1]
  ring

end FragmentJoining
```

```lean
#print axioms FragmentJoining.det_joined
-- 'FragmentJoining.det_joined' depends on axioms: [propext, Classical.choice, Quot.sound]
#print axioms FragmentJoining.charpoly_joined
-- 'FragmentJoining.charpoly_joined' depends on axioms: [propext, Classical.choice, Quot.sound]
#print axioms FragmentJoining.level_iff
-- 'FragmentJoining.level_iff' depends on axioms: [propext, Classical.choice, Quot.sound]
#print axioms FragmentJoining.det_two_ethylenes
-- 'FragmentJoining.det_two_ethylenes' depends on axioms: [propext, Classical.choice, Quot.sound]
```

## From row operations to Lean

`det_updateRow_site` is the expansion along a unit row. `M.updateRow a (Pi.single a 1)` is M with row a replaced by e(a). Since that row vanishes away from column a, the matrix is block triangular once the sites are divided into "not a" and "a", and `twoBlockTriangular_det` factors the determinant. `e1` identifies the block at a as the 1 × 1 identity, and `e2` identifies the other block as the fragment without a.

`det_joined` follows the derivation above:

- `h1` writes J as J₀ with t (e(a) | 0) added to row b.
- `h2` does the same for row a of J₁, starting from J₂.
- `h3` says that J₃ is the block diagonal matrix with two rows exchanged.
- `h4` says that N with a zero row has determinant zero.

The first three are matrix equations, checked entry by entry, mostly by asking whether a site is the linked one. The fourth is a determinant that vanishes because of its zero row. In the long rewrite that follows, `det_updateRow_add` and `det_updateRow_smul` are linearity in a row, and the two `det_fromBlocks_zero` lemmas evaluate the block triangular determinants. `det_permute` with `Equiv.Perm.sign_swap` supplies the minus sign, and `ring` collects the terms.

`inv_site_mul_det` is the cofactor formula, multiplied through by the determinant. Mathlib's lemma `adjugate_apply` gives each entry of the adjugate as the determinant of the matrix with one row replaced by a unit vector, so a diagonal entry is exactly what `det_updateRow_site` evaluates. `det_joined_eq_inv` then substitutes this for both fragments and factors.

For characteristic polynomials, `removeSite_charmatrix` shows that it makes no difference whether a site is deleted before or after forming the characteristic matrix. The proof of `charpoly_joined` recognises the characteristic matrix of the molecule as two joined fragments with bond `-C t` and applies `det_joined`. `secular_joined` is the corresponding statement at a fixed energy. In `level_iff` the factored determinant vanishes only if its last factor does, because `hA` and `hB` make the other two nonzero.

The ethylene proof computes the three small determinants `h`, `h0` and `h1`. For the last two it uses `det_updateRow_site` backwards, which turns the one-site determinant into a 2 × 2 determinant that `det_fin_two` expands. Inserting them into `det_joined` gives the polynomial.
